# Only the identity and the inversion carry a fully incommensurate modulation vector to plus or minus itself modulo the reciprocal lattice

## Modulation vectors, satellites and integer matrices

Fix a basis of the reciprocal lattice of the average structure, with $n$ basis vectors. A modulation vector is given by its real coordinates $q_i$ in this basis, where $i$ runs over the $n$ directions. Reciprocal-lattice vectors are those whose coordinates are all integers.

A point operation that preserves the lattice acts on these coordinates by an integer matrix $R$:

$$(Rq)_i=\sum_j R_{ij}q_j .$$

Its inverse also preserves the lattice, so $R^{-1}$ is an integer matrix too.

The vector $q$ is called **fully incommensurate** when the numbers $1$ and all the $q_i$ are linearly independent over the rationals. This asks for more than irrational components. The planar vector $(\sqrt2,\,1-\sqrt2)$ has two irrational components, but their sum is $1$, so it isn't fully incommensurate.

## What symmetry asks of the modulation vector

A crystal with a single modulation has its main reflections at reciprocal-lattice vectors and its satellites at positions $k+eq$, with $k$ a reciprocal-lattice vector and $e$ an integer. If a point operation maps this set of positions to itself, then it must send $q$ to one of them:

$$Rq-eq=k,\qquad k\ \text{an integer vector}. \tag{1}$$

The familiar cases are $e=1$, where the operation preserves the modulation vector modulo the lattice, and $e=-1$, where it reverses it.

For a fully incommensurate $q$ and any integer $e$, condition (1) holds for some integer vector $k$ if and only if $R=e\,\mathbb 1$. If $R$ also has an integer inverse, then $R=\mathbb 1$ or $R=-\mathbb 1$. In three dimensions these are the two operations of the triclinic system.

In structure analysis, this means that if a point operation other than these two preserves all the reflection positions of a singly modulated crystal, satellites included, then $1$ and the components of $q$ are linearly dependent over the rationals. Symmetry of the average structure alone doesn't force this, because the modulation may break it.

## From one relation to the whole matrix

**Integer relations.** Suppose that integers $m_j$ and $k$ satisfy $\sum_j m_jq_j=k$. Then

$$(-k)\cdot 1+\sum_j m_jq_j=0$$

is a rational linear relation among $1$ and the components of $q$. By independence every coefficient is zero, so $m=0$.

**Rows of the matrix.** Write component $i$ of (1) as

$$\sum_j\bigl(R_{ij}-e\,\delta_{ij}\bigr)q_j=k_i .$$

The coefficients are integers and so is the right-hand side. By the previous step $R_{ij}=e\,\delta_{ij}$ for every $j$. Since $i$ was arbitrary, $R=e\,\mathbb 1$. Conversely, if $R=e\,\mathbb 1$, then $Rq-eq=0$, and (1) holds with $k=0$.

**Invertibility.** Let $S$ be an integer matrix with $RS=\mathbb 1$. Substituting $R=e\,\mathbb 1$ and taking a diagonal entry gives $e\,S_{ii}=1$. An integer that divides $1$ is $1$ or $-1$, so $R=\pm\mathbb 1$. For $n=0$ there is no diagonal entry, but then all matrices are equal and the conclusion is immediate.

## A mirror from an integer relation

Suppose now that $q$ does satisfy a relation $m\cdot q=k$ with integer $m$ and $k$, and that some integer vector $v$ has $m\cdot v=2$. Define

$$M=\mathbb 1-v\,m^{\mathsf T}.$$

This matrix reverses $v$ and fixes every vector $x$ with $m\cdot x=0$. It is a mirror in the geometric sense only if $v$ is perpendicular to all these $x$; otherwise it is an oblique reflection, which doesn't preserve lengths and so isn't a point operation of a crystal. In either case $M$ is an involution:

$$M^2=\mathbb 1-2\,v\,m^{\mathsf T}+v\,(m\cdot v)\,m^{\mathsf T}=\mathbb 1 .$$

It preserves $q$ modulo the lattice, because

$$Mq-q=-(m\cdot q)\,v=-k\,v .$$

Its trace is $n-m\cdot v=n-2$. The identity has trace $n$, so $M\neq\mathbb 1$. The inversion has trace $-n$, which equals $n-2$ only for $n=1$. Outside dimension one, $M$ is therefore neither of the two triclinic operations.

For example, take $q=(\tfrac12,\alpha,\beta)$ with $m=(2,0,0)$, $k=1$ and $v=(1,0,0)$. Then $M=\operatorname{diag}(-1,1,1)$, and $Mq$ differs from $q$ by the reciprocal-lattice vector $(-1,0,0)$.

The condition $m\cdot v=2$ restricts which relations produce such a mirror. For $q=(\tfrac13,\sqrt2)$ every integer relation has $m$ equal to a multiple of $(3,0)$, so $m\cdot v$ is always a multiple of $3$ and no suitable $v$ exists.

## A fully incommensurate vector in the plane

The vector $(\sqrt2,\sqrt3)$ is fully incommensurate. Let $a$, $b$, $c$ be rational with

$$a+b\sqrt2+c\sqrt3=0 .$$

Multiplying by $a+b\sqrt2-c\sqrt3$ gives

$$(a^2+2b^2-3c^2)+2ab\sqrt2=0 .$$

Since $\sqrt2$ is irrational, $ab=0$. There are two cases.

- If $a=0$, multiplying the original relation by $\sqrt2$ gives $2b+c\sqrt6=0$, and the irrationality of $\sqrt6$ gives $c=0$.
- If $b=0$, the relation is $a+c\sqrt3=0$, and the irrationality of $\sqrt3$ gives $c=0$.

What remains is $a+b\sqrt2=0$, so $b=0$ and then $a=0$.

## The statements in Lean

The directions are indexed by a finite type `ι`, so the dimension is arbitrary. The modulation vector is a function `q : ι → ℝ`, and the operation is `R : Matrix ι ι ℤ`.

`FullyIncommensurate q` is Mathlib's `LinearIndependent ℚ` for a family indexed by `Option ι`. This type has one element more than `ι`: the extra element `none` carries the number $1$, and `some j` carries $q_j$.

`MapsToSatellite R e q` is condition (1), written component by component, with the reciprocal-lattice vector as an existentially quantified `k : ι → ℤ`.

The theorem `mapsToSatellite_iff` is the equivalence with $R=e\,\mathbb 1$. It holds for every integer `e` and doesn't need `R` to be invertible. In `only_triclinic_operations` invertibility enters as a second integer matrix `S` with `R * S = 1`, and the conclusion is `R = 1 ∨ R = -1`. The matrix $M$ is called `latticeMirror m v`, and `mirror_of_integer_relation` collects its four properties under the hypothesis that the dimension is not one.

The model contains only the positions of reflections. It has no intensities, no phases of the modulation wave and no translational parts of symmetry operations. It treats one modulation vector, and it takes condition (1) as a hypothesis on the operation. The theorems limit which operations are possible; whether a given structure actually has the inversion depends on its atoms. No metric appears either, so `R` is not required to preserve lengths. Rational independence is an exact property of real numbers, which a measurement of finite precision can't establish.

## The complete file

```lean
import Mathlib

open Matrix

namespace IncommensurateModulation

noncomputable section

variable {ι : Type*} [Fintype ι]

/-- A modulation vector is fully incommensurate when its reciprocal-lattice components
together with 1 are linearly independent over the rationals. -/
def FullyIncommensurate (q : ι → ℝ) : Prop :=
  LinearIndependent ℚ (fun o : Option ι => o.elim (1 : ℝ) q)

/-- The integer matrix `R` carries the modulation vector `q` to the satellite position `e q`,
up to a reciprocal-lattice vector. -/
def MapsToSatellite (R : Matrix ι ι ℤ) (e : ℤ) (q : ι → ℝ) : Prop :=
  ∃ k : ι → ℤ, ∀ i, ∑ j, (R i j : ℝ) * q j - (e : ℝ) * q i = (k i : ℝ)

/-- An integer combination of the components of a fully incommensurate vector is an integer
only if all its coefficients vanish. -/
theorem no_integer_relation {q : ι → ℝ} (h : FullyIncommensurate q) (m : ι → ℤ) (k : ℤ)
    (hk : ∑ j, (m j : ℝ) * q j = (k : ℝ)) : m = 0 := by
  unfold FullyIncommensurate at h
  have h' := Fintype.linearIndependent_iff.mp h
    (fun o => o.elim (-(k : ℚ)) (fun j => (m j : ℚ))) (by
      simp only [Fintype.sum_option, Option.elim_none, Option.elim_some, Rat.smul_def]
      push_cast
      linear_combination hk)
  funext j
  have hj := h' (some j)
  simpa using hj

variable [DecidableEq ι]

omit [Fintype ι] in
/-- The entries of `e` times the identity are `e` on the diagonal and zero elsewhere. -/
theorem scalar_entry (e : ℤ) (i j : ι) :
    (e • (1 : Matrix ι ι ℤ)) i j = if i = j then e else 0 := by
  rw [Matrix.smul_apply, Matrix.one_apply]
  split_ifs <;> simp

/-- For a fully incommensurate modulation vector `q`, an integer matrix carries `q` to `e q`
up to a reciprocal-lattice vector exactly when it is `e` times the identity. -/
theorem mapsToSatellite_iff {q : ι → ℝ} (h : FullyIncommensurate q)
    (R : Matrix ι ι ℤ) (e : ℤ) :
    MapsToSatellite R e q ↔ R = e • (1 : Matrix ι ι ℤ) := by
  constructor
  · rintro ⟨k, hk⟩
    ext i j
    -- each row of R - e is an integer relation among 1 and the components of q
    have hrow := no_integer_relation h (fun j => R i j - if i = j then e else 0) (k i) (by
      rw [← hk i]
      simp [sub_mul, Finset.sum_sub_distrib])
    rw [scalar_entry]
    exact sub_eq_zero.mp (congrFun hrow j)
  · intro hR
    subst hR
    refine ⟨0, fun i => ?_⟩
    simp only [scalar_entry]
    simp

/-- An integer operation with an integer inverse that carries a fully incommensurate `q` to
some integer multiple of `q`, up to a reciprocal-lattice vector, is the identity or the
inversion. -/
theorem only_triclinic_operations {q : ι → ℝ} (h : FullyIncommensurate q)
    {R S : Matrix ι ι ℤ} (hRS : R * S = 1) {e : ℤ} (hR : MapsToSatellite R e q) :
    R = 1 ∨ R = -1 := by
  have hRe := (mapsToSatellite_iff h R e).mp hR
  rcases isEmpty_or_nonempty ι with hι | ⟨⟨i⟩⟩
  · left
    ext i j
    exact (hι.false i).elim
  · -- a diagonal entry of R S = 1 shows that e is a unit of the integers
    rw [hRe] at hRS
    have h1 := congrFun (congrFun hRS i) i
    rw [Matrix.smul_mul, Matrix.one_mul, Matrix.smul_apply, Matrix.one_apply_eq,
      smul_eq_mul] at h1
    rcases Int.isUnit_iff.mp (isUnit_iff_exists_inv.mpr ⟨_, h1⟩) with he | he
    · left
      rw [hRe, he, one_smul]
    · right
      rw [hRe, he, neg_smul, one_smul]

/-- The integer matrix `1 - v mᵀ`, which subtracts from a vector `x` the multiple `m · x`
of `v`. -/
def latticeMirror (m v : ι → ℤ) : Matrix ι ι ℤ := 1 - Matrix.vecMulVec v m

/-- If `m · q` is an integer and `m · v = 2`, then outside dimension one the matrix
`1 - v mᵀ` is an involution other than the identity and the inversion, and it preserves `q`
up to a reciprocal-lattice vector. -/
theorem mirror_of_integer_relation {q : ι → ℝ} (m v : ι → ℤ) (k : ℤ)
    (hk : ∑ j, (m j : ℝ) * q j = (k : ℝ)) (hmv : ∑ j, m j * v j = 2)
    (hcard : Fintype.card ι ≠ 1) :
    latticeMirror m v * latticeMirror m v = 1 ∧ MapsToSatellite (latticeMirror m v) 1 q ∧
      latticeMirror m v ≠ 1 ∧ latticeMirror m v ≠ -1 := by
  have hP : Matrix.vecMulVec v m * Matrix.vecMulVec v m
      = Matrix.vecMulVec v m + Matrix.vecMulVec v m := by
    ext i j
    simp only [Matrix.mul_apply, Matrix.add_apply, Matrix.vecMulVec_apply]
    calc ∑ x, v i * m x * (v x * m j) = v i * m j * ∑ x, m x * v x := by
          rw [Finset.mul_sum]
          exact Finset.sum_congr rfl (fun x _ => by ring)
      _ = v i * m j + v i * m j := by rw [hmv]; ring
  -- the trace distinguishes the mirror from both triclinic operations
  have htP : Matrix.trace (Matrix.vecMulVec v m) = 2 := by
    rw [← hmv]
    simp only [Matrix.trace, Matrix.diag_apply, Matrix.vecMulVec_apply]
    exact Finset.sum_congr rfl (fun x _ => mul_comm _ _)
  have ht : Matrix.trace (latticeMirror m v) = (Fintype.card ι : ℤ) - 2 := by
    rw [latticeMirror, Matrix.trace_sub, Matrix.trace_one, htP]
  refine ⟨?_, ⟨fun i => -(v i * k), fun i => ?_⟩, ?_, ?_⟩
  · have hsq : latticeMirror m v * latticeMirror m v
        = 1 - Matrix.vecMulVec v m - Matrix.vecMulVec v m
          + Matrix.vecMulVec v m * Matrix.vecMulVec v m := by
      unfold latticeMirror
      noncomm_ring
    rw [hsq, hP]
    abel
  · simp only [latticeMirror, Matrix.sub_apply, Matrix.one_apply, Matrix.vecMulVec_apply]
    push_cast
    simp only [sub_mul, Finset.sum_sub_distrib, mul_assoc, ← Finset.mul_sum, hk]
    simp only [ite_mul, one_mul, zero_mul, Finset.sum_ite_eq, Finset.mem_univ, if_true]
    ring
  · intro h
    rw [h, Matrix.trace_one] at ht
    omega
  · intro h
    rw [h, Matrix.trace_neg, Matrix.trace_one] at ht
    omega

/-- A rational combination `a + b x` with `x` irrational vanishes only if `b` is zero. -/
theorem coeff_eq_zero_of_irrational {x : ℝ} (hx : Irrational x) (a b : ℚ)
    (h : (a : ℝ) + (b : ℝ) * x = 0) : b = 0 := by
  by_contra hb
  have hb' : (b : ℝ) ≠ 0 := by exact_mod_cast hb
  apply hx
  refine ⟨-a / b, ?_⟩
  push_cast
  rw [div_eq_iff hb']
  linear_combination -h

/-- The planar modulation vector with components √2 and √3 is fully incommensurate. -/
theorem fullyIncommensurate_witness : FullyIncommensurate ![√2, √3] := by
  unfold FullyIncommensurate
  rw [Fintype.linearIndependent_iff]
  intro g hg
  have h : (g none : ℝ) + ((g (some 0) : ℝ) * √2 + (g (some 1) : ℝ) * √3) = 0 := by
    simpa [Fintype.sum_option, Fin.sum_univ_two, Rat.smul_def] using hg
  have i2 : Irrational √2 := by simpa using Nat.prime_two.irrational_sqrt
  have i3 : Irrational √3 := by simpa using Nat.prime_three.irrational_sqrt
  have i6 : Irrational √6 := by norm_num
  have s2 : √2 ^ 2 = 2 := Real.sq_sqrt (by norm_num)
  have s3 : √3 ^ 2 = 3 := Real.sq_sqrt (by norm_num)
  have s6 : √2 * √3 = √6 := by
    rw [← Real.sqrt_mul (by norm_num)]
    norm_num
  generalize ha : g none = a at h
  generalize hb : g (some 0) = b at h
  generalize hc : g (some 1) = c at h
  -- multiplying by a + b √2 - c √3 leaves a relation in √2 alone
  have hab : 2 * a * b = 0 :=
    coeff_eq_zero_of_irrational i2 (a ^ 2 + 2 * b ^ 2 - 3 * c ^ 2) (2 * a * b) (by
      push_cast
      linear_combination ((a : ℝ) + b * √2 - c * √3) * h - (b : ℝ) ^ 2 * s2
        + (c : ℝ) ^ 2 * s3)
  have hc0 : c = 0 := by
    rcases mul_eq_zero.mp hab with h0 | h0
    · have ha0 : a = 0 := by linarith
      rw [ha0, Rat.cast_zero] at h
      exact coeff_eq_zero_of_irrational i6 (2 * b) c (by
        push_cast
        linear_combination √2 * h - (b : ℝ) * s2 - (c : ℝ) * s6)
    · rw [h0, Rat.cast_zero] at h
      exact coeff_eq_zero_of_irrational i3 a c (by linear_combination h)
  rw [hc0, Rat.cast_zero] at h
  have hb0 : b = 0 := coeff_eq_zero_of_irrational i2 a b (by linear_combination h)
  rw [hb0, Rat.cast_zero] at h
  have ha0 : a = 0 := by
    have h1 : (a : ℝ) = 0 := by linear_combination h
    exact_mod_cast h1
  rintro (_ | i)
  · exact ha.trans ha0
  · fin_cases i
    · exact hb.trans hb0
    · exact hc.trans hc0

end

end IncommensurateModulation
```

```lean
#print axioms IncommensurateModulation.only_triclinic_operations
#print axioms IncommensurateModulation.mirror_of_integer_relation
```

```
'IncommensurateModulation.only_triclinic_operations' depends on axioms: [propext, Classical.choice, Quot.sound]
'IncommensurateModulation.mirror_of_integer_relation' depends on axioms: [propext, Classical.choice, Quot.sound]
```

## How the proofs follow the derivation

**The integer relation.** In `no_integer_relation`, `Fintype.linearIndependent_iff` turns independence into the form used above: if a rational combination vanishes, all its coefficients do. The coefficients supplied are $-k$ at `none` and $m_j$ at `some j`. After the sum over `Option ι` has been split into these two parts, `linear_combination hk` identifies it with the given relation. Reading off the coefficient at `some j` gives $m_j=0$.

**The rows.** The lemma `scalar_entry` states that the entries of $e\,\mathbb 1$ are $e\,\delta_{ij}$. In the forward direction of `mapsToSatellite_iff`, the proof fixes `i` and `j` and applies `no_integer_relation` to the coefficients $R_{ij}-e\,\delta_{ij}$ with right-hand side $k_i$. The entry at `j` of the resulting zero vector is the required equation. The backward direction substitutes $R=e\,\mathbb 1$ and supplies the zero reciprocal-lattice vector.

**The sign.** `only_triclinic_operations` first obtains $R=e\,\mathbb 1$ from the equivalence. It then separates the case of an empty index type, where there are no entries to compare. Otherwise it picks an index `i` and reads the diagonal entry of `R * S = 1`, which is the equation $e\,S_{ii}=1$, named `h1`. The lemma `Int.isUnit_iff` says that the units of the integers are $1$ and $-1$, and each case gives one of the two operations.

**The mirror.** Three auxiliary facts carry the proof of `mirror_of_integer_relation`. The first, `hP`, is $(v\,m^{\mathsf T})^2=2\,v\,m^{\mathsf T}$, which comes from pulling the factor $m\cdot v=2$ out of the matrix product. The second, `htP`, says that $v\,m^{\mathsf T}$ has trace $2$, and the third, `ht`, that $M$ has trace $n-2$. Expanding the square of $M$ and inserting `hP` shows that $M$ is an involution. For the satellite condition the proof supplies the vector with components $-v_ik$, as in the calculation of $Mq-q$. In the last two parts, assuming $M=\mathbb 1$ or $M=-\mathbb 1$ makes `ht` an equation between integers, and `omega` refutes it, using $n\neq1$ in the second case.

**The example.** `coeff_eq_zero_of_irrational` says that $a+bx=0$ with rational $a$, $b$ and irrational $x$ forces $b=0$; otherwise $x=-a/b$ would be rational. The proof of `fullyIncommensurate_witness` uses it for each appeal to irrationality in the derivation. The step `hab` is the multiplication by $a+b\sqrt2-c\sqrt3$, which appears as the factor of `h` in `linear_combination`. The step `hc0` treats the cases $a=0$ and $b=0$, and `hb0` and `ha0` dispose of the two remaining coefficients.
